# Convergence of the sum over independent Poisson phonon emission and absorption at fixed net emission

Suppose that phonons are emitted and absorbed independently, with Poisson-distributed counts of means $S(N+1)$ and $SN$, where $S$ and $N$ are nonnegative. The lemma `summable_pairWeight` says that the joint probabilities of emitting $m$ and absorbing $n$ phonons, kept only when $m-n=l$ and set to zero otherwise, form a summable family over all pairs of natural numbers $(m,n)$. It is stated for every integer $l$ and all real $S$ and $N$, though for negative values the terms need not be probabilities. The attempt first shows that the unrestricted double series converges, then restricts it to the pairs with $m-n=l$ by means of `Set.indicator`, and finally checks, case by case, that the restricted terms are those of `pairWeight`.

This version doesn't compile in Lean 4 with Mathlib:

```lean
import Mathlib

open Nat (factorial)

namespace SummablePairWeight

noncomputable section

/-- Poisson probability of counting `n` phonons when the mean number is `a ≥ 0`. -/
def poisson (a : ℝ) (n : ℕ) : ℝ := Real.exp (-a) * a ^ n / (factorial n : ℝ)

/-- Joint probability of emitting `q.1` and absorbing `q.2` phonons, independently and with means
`S (N + 1)` and `S N`, kept only if the net number emitted is `l` and set to zero otherwise. It is a
probability when `S` and `N` are nonnegative. -/
def pairWeight (S N : ℝ) (l : ℤ) (q : ℕ × ℕ) : ℝ :=
  if (q.1 : ℤ) - (q.2 : ℤ) = l then poisson (S * (N + 1)) q.1 * poisson (S * N) q.2 else 0

/-- The Poisson probabilities have a convergent sum of absolute values. -/
theorem summable_poisson (a : ℝ) : Summable (fun n : ℕ => ‖poisson a n‖) := by
  have h : Summable (fun n : ℕ => Real.exp (-a) * (a ^ n / (factorial n : ℝ))) :=
    (Real.summable_pow_div_factorial a).mul_left (Real.exp (-a))
  have e : (fun n : ℕ => Real.exp (-a) * (a ^ n / (factorial n : ℝ))) = poisson a := by
    funext n
    unfold poisson
    rw [mul_div_assoc]
  rw [e] at h
  exact summable_norm_iff.mpr h

/-- The series that defines a sideband weight converges. -/
theorem summable_pairWeight (S N : ℝ) (l : ℤ) : Summable (pairWeight S N l) := by
  have h : Summable (fun q : ℕ × ℕ => poisson (S * (N + 1)) q.1 * poisson (S * N) q.2) :=
    summable_mul_of_summable_norm (f := poisson (S * (N + 1))) (g := poisson (S * N))
      (summable_poisson _) (summable_poisson _)
  -- a sideband keeps a subset of the terms of the convergent double series
  have hs := h.indicator {q : ℕ × ℕ | (q.1 : ℤ) - (q.2 : ℤ) = l}
  refine (congrArg (fun f => Summable f) (funext fun q => ?_)).mpr hs
  unfold pairWeight
  by_cases c : (q.1 : ℤ) - (q.2 : ℤ) = l
  · rw [if_pos c, Set.indicator_of_mem (Set.mem_setOf_eq ▸ c)]
  · rw [if_neg c, Set.indicator_of_notMem (fun hq => c hq)]

end

end SummablePairWeight
```

The error:

```
Main.lean:39:40: warning: `Set.mem_setOf_eq` has been deprecated: Use `Set.mem_ofPred_eq` instead
Main.lean:40:18: error: Tactic `rewrite` failed: Did not find an occurrence of the pattern
  Set.indicator (Eq (↑q.1 - ↑q.2)) ?f l
in the target expression
  0 = {q | ↑q.1 - ↑q.2 = l}.indicator (fun q => poisson (S * (N + 1)) q.1 * poisson (S * N) q.2) q

case neg
S N : ℝ
l : ℤ
h : Summable fun q => poisson (S * (N + 1)) q.1 * poisson (S * N) q.2
hs : Summable ({q | ↑q.1 - ↑q.2 = l}.indicator fun q => poisson (S * (N + 1)) q.1 * poisson (S * N) q.2)
q : ℕ × ℕ
c : ¬↑q.1 - ↑q.2 = l
⊢ 0 = {q | ↑q.1 - ↑q.2 = l}.indicator (fun q => poisson (S * (N + 1)) q.1 * poisson (S * N) q.2) q
```

The error is in the case where the net number is not `l`. There `Set.indicator_of_notMem` needs a proof that a point is outside a set, and is given `fun hq => c hq`, which names neither the point nor the set. Lean has to infer both from `c`, which only denies the equation `↑q.1 - ↑q.2 = l`. It reads that equation as membership of the point `l` in the "set" `Eq (↑q.1 - ↑q.2)`, since a set can be unfolded to a predicate. The rewrite therefore looks for an indicator of that set at `l`, while the goal has the indicator of a set of pairs at `q`.

The repair first states `hq`, that `q` is not in the intended set of pairs, and proves it from `c` with `simpa`. With the point and the set fixed by the type of `hq`, the rewrite finds its pattern.

The other case had only a warning, that `Set.mem_setOf_eq` is deprecated. Its matching change removes that name and is mere tidying.

The change, after which it compiles:

```diff
@@ -37,6 +37,8 @@
   unfold pairWeight
   by_cases c : (q.1 : ℤ) - (q.2 : ℤ) = l
-  · rw [if_pos c, Set.indicator_of_mem (Set.mem_setOf_eq ▸ c)]
-  · rw [if_neg c, Set.indicator_of_notMem (fun hq => c hq)]
+  · have hq : q ∈ {q : ℕ × ℕ | (q.1 : ℤ) - (q.2 : ℤ) = l} := by simpa using c
+    rw [if_pos c, Set.indicator_of_mem hq]
+  · have hq : q ∉ {q : ℕ × ℕ | (q.1 : ℤ) - (q.2 : ℤ) = l} := by simpa using c
+    rw [if_neg c, Set.indicator_of_notMem hq]
 
 end
```
